# On a finite one-dimensional k-point mesh, the untruncated 1/R exchange sum diverges unless every occupation is zero

In a periodic exact-exchange calculation on a finite k-point mesh, the range of the Coulomb kernel can be cut off before the exchange energy is summed over lattice cells. The result below bears on that step for a point-charge model of a one-dimensional chain with one orbital per cell: with the bare $1/R$ kernel and no cutoff, the lattice sum has no finite value unless every k-point is empty. The cause is the sampling. A density matrix built from a uniform mesh of $N$ k-points that contains $k=0$ repeats after $N$ cells, so it cannot decay with distance unless it is zero everywhere.

## The chain, its density matrix and its exchange sum

```lean
import Mathlib

open Finset Filter ComplexConjugate

namespace ExchangeLatticeSum

noncomputable section

variable {N : ℕ} [NeZero N]
```

The first lines load the library Mathlib and open a namespace. The last line fixes a natural number $N$, the number of k-points, and `[NeZero N]` says that it is not zero. The case $N=1$ is included.

```lean
/-- The Bloch phase `exp(2πikR/N)` of k-point `k` at the lattice cell `R`. -/
def bloch (k : Fin N) (R : ℤ) : ℂ :=
  Complex.exp (2 * Real.pi * Complex.I * ((k : ℕ) : ℂ) * (R : ℂ) / (N : ℂ))
```

This is the Bloch phase $b_k(R)=e^{2\pi i kR/N}$. The type `Fin N` holds the labels $k=0,\dots,N-1$, so the mesh is uniform and contains $k=0$. The cell index $R$ is an integer, and the lattice constant is the unit of length. The colons inside the formula convert $k$, $R$ and $N$ into complex numbers.

```lean
/-- The density matrix between cells at distance `R`, sampled on `N ≥ 1` k-points with
occupations `f`. -/
def densityMatrix (f : Fin N → ℂ) (R : ℤ) : ℂ :=
  1 / (N : ℂ) * ∑ k, f k * bloch k R
```

The density matrix between two cells at separation $R$ is the k-point average
$$g(R)=\frac1N\sum_{k=0}^{N-1} f_k\,b_k(R).$$
The occupations are a function `f : Fin N → ℂ`. Physical occupations are real and lie between 0 and 1 per spin orbital; the theorems allow any complex values.

```lean
/-- The mean square occupation `(1/N) ∑ |f_k|²` of the `N ≥ 1` k-points. -/
def weight (f : Fin N → ℂ) : ℝ := 1 / (N : ℝ) * ∑ k, ‖f k‖ ^ 2
```

The mean square occupation is $P=\frac1N\sum_k|f_k|^2$, a real number. It will turn out to be the total of $|g|^2$ over one period.

```lean
/-- The exchange lattice sum of `|g(R)|²/R` over the cells `R = 1, …, L`. -/
def exchangeSum (f : Fin N → ℂ) (L : ℕ) : ℝ :=
  ∑ R ∈ range L, ‖densityMatrix f ((R : ℤ) + 1)‖ ^ 2 / ((R : ℝ) + 1)
```

The exchange sum over the first $L$ cells is
$$E(L)=\sum_{R=0}^{L-1}\frac{|g(R+1)|^2}{R+1}.$$
Lean's `range L` runs from $0$ to $L-1$, so the distance is $R+1$. The on-site term, the cells on the other side and the prefactor and sign of the exchange energy are left out. This is a point-charge model: the Coulomb integral between orbitals a distance $R$ apart is replaced by $1/R$, and the overlap of orbitals in different cells is neglected.

```lean
/-- The part of the exchange lattice sum from the cells `R = mN + 1, …, mN + N`. -/
def shell (f : Fin N → ℂ) (m : ℕ) : ℝ :=
  ∑ r ∈ range N, ‖densityMatrix f (((m * N + r : ℕ) : ℤ) + 1)‖ ^ 2 /
    (((m * N + r : ℕ) : ℝ) + 1)
```

Shell $m$ collects $N$ successive cells, at the distances $mN+r+1$ with $r=0,\dots,N-1$:
$$S_m=\sum_{r=0}^{N-1}\frac{|g(mN+r+1)|^2}{mN+r+1}.$$

## Periodicity, and a fixed weight in every period

```lean
/-- The sampled density matrix repeats itself after `N` cells. -/
theorem densityMatrix_periodic (f : Fin N → ℂ) (R : ℤ) :
    densityMatrix f (R + N) = densityMatrix f R := by
  have hN : (N : ℂ) ≠ 0 := Nat.cast_ne_zero.mpr (NeZero.ne N)
  have hb : ∀ k : Fin N, bloch k (R + N) = bloch k R := by
    intro k
    unfold bloch
    refine Complex.exp_eq_exp_iff_exists_int.mpr ⟨((k : ℕ) : ℤ), ?_⟩
    push_cast
    rw [div_add' _ _ _ hN]
    congr 1
    ring
  simp only [densityMatrix, hb]
```

In a Lean theorem, the data and hypotheses stand before the colon, the claim after it, and the proof after `:=`. The claim here is $g(R+N)=g(R)$ for every integer $R$. By hand,
$$b_k(R+N)=e^{2\pi i kR/N}\,e^{2\pi i k}=b_k(R),$$
because $k$ is an integer, and averaging over $k$ carries this over to $g$. Lean uses the fact that two exponentials are equal exactly when their exponents differ by an integer multiple of $2\pi i$, and supplies $k$ as that integer.

```lean
/-- Bloch phases of different k-points are orthogonal over any `N` consecutive cells. -/
theorem bloch_orthogonal (k l : Fin N) (a : ℤ) :
    ∑ r ∈ range N, bloch k (a + r) * conj (bloch l (a + r)) =
      if k = l then (N : ℂ) else 0 := by
  have hN : (N : ℂ) ≠ 0 := Nat.cast_ne_zero.mpr (NeZero.ne N)
  -- the product of phases is a geometric progression in `r`
  have hterm : ∀ r : ℕ, bloch k (a + r) * conj (bloch l (a + r)) =
      Complex.exp (2 * Real.pi * Complex.I * (((k : ℕ) : ℂ) - ((l : ℕ) : ℂ)) / N * a) *
      Complex.exp (2 * Real.pi * Complex.I * (((k : ℕ) : ℂ) - ((l : ℕ) : ℂ)) / N) ^ r := by
    intro r
    unfold bloch
    rw [← Complex.exp_conj, ← Complex.exp_nat_mul, ← Complex.exp_add, ← Complex.exp_add]
    congr 1
    simp only [map_div₀, map_mul, Complex.conj_I, Complex.conj_ofReal, map_natCast,
      map_intCast, map_ofNat]
    push_cast
    ring
  simp only [hterm]
  by_cases h : k = l
  · subst h
    simp
  · rw [if_neg h, ← Finset.mul_sum]
    have h1 : Complex.exp
        (2 * Real.pi * Complex.I * (((k : ℕ) : ℂ) - ((l : ℕ) : ℂ)) / N) ≠ 1 := by
      intro h1
      obtain ⟨n, hn⟩ := Complex.exp_eq_one_iff.mp h1
      rw [div_eq_iff hN] at hn
      have h2 : ((k : ℕ) : ℂ) - ((l : ℕ) : ℂ) = n * N := by
        apply mul_left_cancel₀ Complex.two_pi_I_ne_zero
        linear_combination hn
      have h3 : ((k : ℕ) : ℤ) - ((l : ℕ) : ℤ) = n * N := by exact_mod_cast h2
      have hk : ((k : ℕ) : ℤ) < N := by exact_mod_cast k.isLt
      have hl : ((l : ℕ) : ℤ) < N := by exact_mod_cast l.isLt
      rcases lt_trichotomy n 0 with hn | hn | hn
      · nlinarith
      · subst hn
        apply h
        apply Fin.ext
        omega
      · nlinarith
    have h2 : Complex.exp
        (2 * Real.pi * Complex.I * (((k : ℕ) : ℂ) - ((l : ℕ) : ℂ)) / N) ^ N = 1 := by
      rw [← Complex.exp_nat_mul]
      refine Complex.exp_eq_one_iff.mpr ⟨((k : ℕ) : ℤ) - ((l : ℕ) : ℤ), ?_⟩
      push_cast
      rw [mul_div_assoc', div_eq_iff hN]
      ring
    rw [geom_sum_eq h1, h2, sub_self, zero_div, mul_zero]
```

For any starting cell $a$,
$$\sum_{r=0}^{N-1} b_k(a+r)\,\overline{b_l(a+r)}=N\delta_{kl}.$$
To see this, set $q=e^{2\pi i(k-l)/N}$. Each term equals $q^a q^r$, which is `hterm` in the proof. If $k=l$, all terms are 1 and the sum is $N$. If $k\ne l$, then $q\neq1$: otherwise $k-l=nN$ for some integer $n$, and $|k-l|<N$ would force $n=0$ and $k=l$. Lean runs through the cases $n<0$, $n=0$ and $n>0$. Since $q^N=e^{2\pi i(k-l)}=1$, the geometric sum gives
$$q^a\sum_{r=0}^{N-1}q^r=q^a\,\frac{q^N-1}{q-1}=0.$$

```lean
/-- Parseval: over any `N` consecutive cells the squared density matrix sums to the mean
square occupation. -/
theorem parseval (f : Fin N → ℂ) (a : ℤ) :
    ∑ r ∈ range N, ‖densityMatrix f (a + r)‖ ^ 2 = weight f := by
  have hN : (N : ℂ) ≠ 0 := Nat.cast_ne_zero.mpr (NeZero.ne N)
  have hsq : ∀ z : ℂ, (‖z‖ : ℂ) ^ 2 = z * conj z := fun z => by
    rw [Complex.mul_conj, Complex.normSq_eq_norm_sq, Complex.ofReal_pow]
  have hexp : ∀ R : ℤ, densityMatrix f R * conj (densityMatrix f R) =
      (1 / (N : ℂ) * (1 / (N : ℂ))) *
        ∑ k, ∑ l, f k * conj (f l) * (bloch k R * conj (bloch l R)) := by
    intro R
    have hc : conj (densityMatrix f R) =
        1 / (N : ℂ) * ∑ l, conj (f l) * conj (bloch l R) := by
      simp [densityMatrix, map_sum]
    rw [hc, densityMatrix, mul_mul_mul_comm, Finset.sum_mul_sum]
    congr 1
    exact Finset.sum_congr rfl fun k _ => Finset.sum_congr rfl fun l _ => by ring
  apply Complex.ofReal_injective
  unfold weight
  push_cast
  simp only [hsq, hexp]
  -- exchange the sums and use orthogonality
  rw [← Finset.mul_sum, Finset.sum_comm]
  have hk : ∀ k : Fin N, ∑ r ∈ range N, ∑ l, f k * conj (f l) *
      (bloch k (a + r) * conj (bloch l (a + r))) = f k * conj (f k) * N := by
    intro k
    rw [Finset.sum_comm]
    simp only [← Finset.mul_sum, bloch_orthogonal, mul_ite, mul_zero, Finset.sum_ite_eq,
      Finset.mem_univ, if_true]
  simp only [hk]
  rw [← Finset.sum_mul]
  field_simp
```

This is Parseval's identity on any window of $N$ cells: $\sum_{r=0}^{N-1}|g(a+r)|^2=P$. Writing $|g|^2=g\bar g$ and expanding both sums,
$$\sum_{r}|g(a+r)|^2=\frac1{N^2}\sum_{k,l}f_k\bar f_l\sum_r b_k(a+r)\overline{b_l(a+r)}=\frac1{N^2}\sum_k|f_k|^2N=P.$$
In the proof, `hsq` is $|z|^2=z\bar z$, `hexp` is the expanded product, and `Finset.sum_comm` exchanges the order of summation so that orthogonality can act. The calculation is done in complex numbers, and `Complex.ofReal_injective` brings the equality back to the reals.

## Each shell bounded by its nearest and farthest cells

```lean
/-- A shell of `N` cells contributes at least the mean square occupation divided by its
largest distance. -/
theorem shell_lower (f : Fin N → ℂ) (m : ℕ) :
    weight f / (((m : ℝ) + 1) * N) ≤ shell f m := by
  rw [← parseval f ((m * N : ℕ) + 1), Finset.sum_div]
  refine Finset.sum_le_sum fun r hr => ?_
  have hr' : (r : ℝ) + 1 ≤ N := by exact_mod_cast Finset.mem_range.mp hr
  have he : ((m * N : ℕ) : ℤ) + 1 + r = ((m * N + r : ℕ) : ℤ) + 1 := by
    push_cast
    ring
  rw [he]
  refine div_le_div_of_nonneg_left (sq_nonneg _) (by positivity) ?_
  push_cast
  linarith
```

In shell $m$ every distance satisfies $mN+r+1\le(m+1)N$. Replacing each denominator by this largest value can only lower the terms, and Parseval then sums the numerators:
$$S_m\ge\frac{1}{(m+1)N}\sum_{r=0}^{N-1}|g(mN+1+r)|^2=\frac{P}{(m+1)N}.$$
Lean follows the same route. It rewrites $P$ as the Parseval sum, divides term by term, and compares the terms with `Finset.sum_le_sum`.

```lean
/-- A shell of `N` cells contributes at most the mean square occupation divided by any
positive lower bound `c` on its distances. -/
theorem shell_upper (f : Fin N → ℂ) (m : ℕ) {c : ℝ} (hc : 0 < c)
    (h : c ≤ (m : ℝ) * N + 1) : shell f m ≤ weight f / c := by
  rw [← parseval f ((m * N : ℕ) + 1), Finset.sum_div]
  refine Finset.sum_le_sum fun r _ => ?_
  have hr : (0 : ℝ) ≤ r := Nat.cast_nonneg r
  have he : ((m * N : ℕ) : ℤ) + 1 + r = ((m * N + r : ℕ) : ℤ) + 1 := by
    push_cast
    ring
  rw [he]
  refine div_le_div_of_nonneg_left (sq_nonneg _) hc ?_
  push_cast
  linarith
```

The opposite bound is $S_m\le P/c$ for any $c$ with $0<c\le mN+1$, since $mN+1$ is the smallest distance in the shell. The number $c$ is left free because two choices are needed later: $c=1$ for the first shell, and $c=mN$ for the others.

```lean
omit [NeZero N] in
/-- Enlarging the summation range by one supercell adds one shell. -/
theorem exchangeSum_succ (f : Fin N → ℂ) (m : ℕ) :
    exchangeSum f ((m + 1) * N) = exchangeSum f (m * N) + shell f m := by
  unfold exchangeSum shell
  rw [add_mul, one_mul, Finset.sum_range_add]
```

Adding $N$ cells adds one shell: $E((m+1)N)=E(mN)+S_m$. The proof splits a sum over $mN+N$ terms into its first $mN$ terms and the rest.

## Harmonic growth with the number of supercells

```lean
/-- With `H_M = ∑ 1/(m+1)` over `m < M`, the exchange sum over `M * N` cells is at least `weight f /
N * H_M`, and over `(M + 1) * N` cells it is at most `weight f + weight f / N * H_M`. -/
theorem exchangeSum_harmonic_bounds (f : Fin N → ℂ) (M : ℕ) :
    weight f / N * ∑ m ∈ range M, 1 / ((m : ℝ) + 1) ≤ exchangeSum f (M * N) ∧
    exchangeSum f ((M + 1) * N) ≤
      weight f + weight f / N * ∑ m ∈ range M, 1 / ((m : ℝ) + 1) := by
  have hN : (0 : ℝ) < N := Nat.cast_pos.mpr (Nat.pos_of_ne_zero (NeZero.ne N))
  have hs : ∀ m : ℕ, weight f / N * (1 / ((m : ℝ) + 1)) =
      weight f / (((m : ℝ) + 1) * N) := fun m => by
    rw [div_mul_div_comm, mul_one, mul_comm (N : ℝ)]
  induction M with
  | zero =>
    have h0 : exchangeSum f (0 * N) = 0 := by simp [exchangeSum]
    have h1 := shell_upper f 0 one_pos (by simp)
    rw [div_one] at h1
    rw [exchangeSum_succ, h0, Finset.sum_range_zero, mul_zero]
    exact ⟨le_refl _, by linarith⟩
  | succ M ih =>
    have h1 := shell_lower f M
    have h2 := shell_upper f (M + 1) (c := ((M : ℝ) + 1) * N) (by positivity)
      (by push_cast; linarith)
    rw [exchangeSum_succ f (M + 1), Finset.sum_range_succ, mul_add, hs]
    refine ⟨?_, by linarith [ih.2]⟩
    rw [exchangeSum_succ f M]
    linarith [ih.1]
```

With $H_M=\sum_{m=0}^{M-1}\frac1{m+1}$, the theorem states, for every $M\ge0$,
$$\frac PN H_M\le E(MN)\qquad\text{and}\qquad E((M+1)N)\le P+\frac PN H_M.$$
For the first inequality, add the lower bounds of the shells $0,\dots,M-1$. For the second, use $S_0\le P$ and $S_{m+1}\le P/((m+1)N)$ for $m=0,\dots,M-1$. Lean does the addition by induction on $M$: the case `zero` treats the empty sum and the first shell, and the case `succ` adds one shell to each inequality.

If at least one occupation is nonzero, the sum therefore grows like the logarithm of the number of supercells, where a supercell is a block of $N$ cells. For occupations of bounded size, the prefactor $P/N$ becomes small on a fine mesh, but it is positive at every finite $N$.

```lean
/-- If some occupation is nonzero, the untruncated exchange lattice sum grows without
bound. -/
theorem exchangeSum_diverges (f : Fin N → ℂ) (hf : ∃ k, f k ≠ 0) :
    Tendsto (exchangeSum f) atTop atTop := by
  have hN : (0 : ℝ) < N := Nat.cast_pos.mpr (Nat.pos_of_ne_zero (NeZero.ne N))
  obtain ⟨k, hk⟩ := hf
  have hsum : 0 < ∑ k, ‖f k‖ ^ 2 :=
    Finset.sum_pos' (fun _ _ => sq_nonneg _)
      ⟨k, Finset.mem_univ k, pow_pos (norm_pos_iff.mpr hk) 2⟩
  have hw : 0 < weight f / N := div_pos (mul_pos (one_div_pos.mpr hN) hsum) hN
  have hmono : Monotone (exchangeSum f) := by
    refine monotone_nat_of_le_succ fun n => ?_
    unfold exchangeSum
    rw [Finset.sum_range_succ]
    exact le_add_of_nonneg_right (by positivity)
  refine tendsto_atTop_atTop_of_monotone hmono fun b => ?_
  -- the harmonic series exceeds every bound
  obtain ⟨M, hM⟩ := (Real.tendsto_sum_range_one_div_nat_succ_atTop.eventually_ge_atTop
    (b / (weight f / N))).exists
  refine ⟨M * N, le_trans ?_ (exchangeSum_harmonic_bounds f M).1⟩
  rw [div_le_iff₀ hw] at hM
  linarith
```

The hypothesis `hf` says that some $f_k\neq0$. The conclusion, written with `Tendsto` and `atTop`, is $E(L)\to\infty$ as $L\to\infty$.

By hand: one nonzero $f_k$ gives $P>0$. The harmonic series is unbounded, so for any real $b$ there is an $M$ with $H_M\ge b/(P/N)$, and then $E(MN)\ge\frac PN H_M\ge b$. All terms of $E$ are nonnegative, so $E(L)\ge b$ for every $L\ge MN$ as well. In the proof, `hw` is the positivity of $P/N$ and `hmono` is the monotonic growth that carries the bound from multiples of $N$ to all $L$.

```lean
/-- The series of `|g(R)|²/R` over `R ≥ 1` converges exactly when all occupations vanish. -/
theorem exchange_summable_iff (f : Fin N → ℂ) :
    Summable (fun R : ℕ => ‖densityMatrix f ((R : ℤ) + 1)‖ ^ 2 / ((R : ℝ) + 1)) ↔
      ∀ k, f k = 0 := by
  constructor
  · intro h
    by_contra hf
    push Not at hf
    exact not_tendsto_nhds_of_tendsto_atTop (exchangeSum_diverges f hf) _
      h.hasSum.tendsto_sum_nat
  · intro hf
    simp [densityMatrix, hf, summable_zero]

end

end ExchangeLatticeSum
```

The last theorem is an equivalence: the series $\sum_{R\ge0}|g(R+1)|^2/(R+1)$ converges if and only if every $f_k$ is zero. `Summable` means convergence regardless of order, which for nonnegative terms is ordinary convergence. If the series converged while some occupation was nonzero, its partial sums $E(L)$ would have a finite limit, contradicting the previous theorem. If all occupations vanish, every term is zero.

The number of k-points is fixed throughout, so metals and insulators are treated alike. The limit $N\to\infty$, where the decay of the true density matrix matters, is not addressed, and neither are three-dimensional lattices.

```lean
#print axioms ExchangeLatticeSum.densityMatrix_periodic
#print axioms ExchangeLatticeSum.exchangeSum_diverges
#print axioms ExchangeLatticeSum.exchange_summable_iff
```

```
'ExchangeLatticeSum.densityMatrix_periodic' depends on axioms: [propext, Classical.choice, Quot.sound]
'ExchangeLatticeSum.exchangeSum_diverges' depends on axioms: [propext, Classical.choice, Quot.sound]
'ExchangeLatticeSum.exchange_summable_iff' depends on axioms: [propext, Classical.choice, Quot.sound]
```

## Two k-points by hand

Take $N=2$ with $f_0=1$ and $f_1=0$, a half-filled band. Then $g(R)=\frac12$ for every $R$, and $P=\frac12$. Over four cells,
$$E(4)=\frac14\left(1+\frac12+\frac13+\frac14\right)=\frac{25}{48}\approx0.52.$$
The lower bound with $M=2$ is $\frac14\cdot\frac32=0.375$, and the upper bound with $M=1$ is $\frac12+\frac14=0.75$.

If the band is filled, $f_0=f_1=1$, then $g$ is 0 at odd and 1 at even distances, and $P=1$. Now $E(4)=\frac12+\frac14=\frac34$, which equals the lower bound $\frac12\cdot\frac32$. Even here, where $g$ is confined to a single cell of each period, its periodic images make the sum diverge.

## A shifted mesh

The mesh could also have been modelled with an offset, using phases $e^{2\pi i(k+s)R/N}$ with a fixed real $s$. The density matrix would then satisfy $g(R+N)=e^{2\pi i s}g(R)$, so in general only $|g|$ would repeat after $N$ cells. The offset cancels in the product $b_k\overline{b_l}$, so the orthogonality argument, and with it the divergence, would carry over unchanged.
